# The Ground-State Energy of Finitely Many Non-interacting Fermion Orbitals Is Concave in the Hamiltonian

## Level crossings and energy errors

Without a bound on how the ground-state energy responds to the Hamiltonian, a small error in the matrix elements gives no guarantee about the energy. Continuity of the occupied orbitals cannot be relied on for one: for one particle in two levels at $\varepsilon$ and $-\varepsilon$, the occupied orbital switches abruptly when $\varepsilon$ changes sign. The energy $-|\varepsilon|$ nevertheless stays continuous, and it is concave in $\varepsilon$. Both properties hold for any finite set of orbitals at fixed particle number.

## Density matrices and the energy

Let $H$ be a Hermitian one-particle Hamiltonian in an orthonormal basis of $n$ spin orbitals, and let $N\in[0,n]$ be real. An admissible density matrix $\gamma$ satisfies
$$\gamma\ge0,\qquad 1-\gamma\ge0,\qquad \operatorname{tr}\gamma=N,$$
where $\ge0$ means positive semidefinite. The first two conditions keep occupations between 0 and 1, as the Pauli principle requires; the third fixes the mean particle number, which may be fractional. Define
$$E(H)=\inf_\gamma\operatorname{tr}(H\gamma).$$

For integer $N$ this infimum equals the sum of the $N$ lowest eigenvalues of $H$, the ground-state energy of $N$ non-interacting fermions; for fractional $N$ it interpolates linearly between the neighbouring integers. This identification is not part of the Lean file. For Hermitian $H,K$ and weights $a,b\ge0$ with $a+b=1$, the claims are
$$E(aH+bK)\ge aE(H)+bE(K),$$
and, if $c+H-K\ge0$ and $c-H+K\ge0$ for a real number $c$,
$$|E(H)-E(K)|\le cN.$$

In a non-interacting tight-binding model with finitely many orthonormal orbitals, a Hamiltonian error bounded by $c$ in this sense therefore costs at most $c$ per particle in total energy.

## Derivation

**Positivity.** If $A\ge0$, write $A=B^\dagger B$. For $\gamma\ge0$, cyclicity gives $\operatorname{tr}(A\gamma)=\operatorname{tr}(B\gamma B^\dagger)\ge0$.

**A finite infimum.** For $n\ge1$ the matrix $(N/n)1$ is admissible; for $n=0$ the empty matrix is. Since $(H+1)^2$ and $H^2$ are positive semidefinite,
$$0\le\operatorname{tr}((H+1)^2\gamma)+\operatorname{tr}(H^2(1-\gamma))=\operatorname{tr}H^2+2\operatorname{tr}(H\gamma)+N.$$
Hence $\operatorname{tr}(H\gamma)\ge-(\operatorname{tr}H^2+N)/2$ for every admissible $\gamma$.

**Concavity.** For each admissible $\gamma$,
$$\operatorname{tr}((aH+bK)\gamma)=a\operatorname{tr}(H\gamma)+b\operatorname{tr}(K\gamma)\ge aE(H)+bE(K).$$
Taking the infimum on the left gives the claim.

**The error bound.** If $K-H\ge0$, then $\operatorname{tr}(K\gamma)=\operatorname{tr}(H\gamma)+\operatorname{tr}((K-H)\gamma)\ge E(H)$, so $E(H)\le E(K)$. Also $\operatorname{tr}((H+c)\gamma)=\operatorname{tr}(H\gamma)+cN$, so $E(H+c)=E(H)+cN$. The two conditions on $c$ say that $H+c-K\ge0$ and $K+c-H\ge0$. Therefore $E(K)\le E(H)+cN$ and $E(H)\le E(K)+cN$, which is the bound. A uniform shift with $c\ge0$ attains it. If every entry of $H-K$ has modulus at most $\delta$, the eigenvalues of $H-K$ lie between $-n\delta$ and $n\delta$, so both conditions hold with $c=n\delta$. Hence $E$ is continuous in the matrix elements; this last step is not part of the Lean file.

## One orbital, and a missing condition

For $n=1$ the only admissible matrix is $\gamma=N$, so $E(H)=NH$ is linear and the bound reads $N|H-K|\le cN$.

Both conditions on $c$ are needed. Take $n=N=1$, $H=0$, $K=5$ and $c=1$. Then $c-H+K=6\ge0$, but $c+H-K=-4$, and the energies differ by 5, not by at most 1. Exchanging $H$ and $K$ shows that the other condition cannot be dropped either.

## The Lean file

```lean
import Mathlib

open Matrix
open scoped ComplexOrder

namespace DensityMatrixConcavity

noncomputable section

variable {n : Type*} [Fintype n] [DecidableEq n]

/-- The one-particle density matrices with `N` particles: `γ` and `1 - γ` are positive
semidefinite and the trace of `γ` is `N`. -/
def ensemble (N : ℝ) : Set (Matrix n n ℂ) :=
  {γ | γ.PosSemidef ∧ (1 - γ).PosSemidef ∧ γ.trace = (N : ℂ)}

/-- The energy of the density matrix `γ` for the one-particle Hamiltonian `H`: the real part
of the trace of `H γ`. -/
def energy (H γ : Matrix n n ℂ) : ℝ := (H * γ).trace.re

/-- The ground-state energy: the infimum of the energy over all density matrices with
`N` particles. -/
def groundEnergy (N : ℝ) (H : Matrix n n ℂ) : ℝ := sInf (energy H '' ensemble N)

open scoped MatrixOrder Matrix.Norms.L2Operator in
/-- A positive semidefinite observable has nonnegative energy in a positive semidefinite
density matrix. -/
theorem energy_nonneg {A γ : Matrix n n ℂ} (hA : A.PosSemidef) (hγ : γ.PosSemidef) :
    0 ≤ energy A γ := by
  -- factorise the observable and move one factor around the trace
  obtain ⟨B, hB⟩ := CStarAlgebra.nonneg_iff_eq_star_mul_self.mp
    (Matrix.nonneg_iff_posSemidef.mpr hA)
  have h := (hγ.mul_mul_conjTranspose_same B).trace_nonneg
  have e : (A * γ).trace = (B * γ * Bᴴ).trace := by
    rw [hB, Matrix.star_eq_conjTranspose, Matrix.mul_assoc, Matrix.trace_mul_comm]
  unfold energy
  rw [e]
  exact (Complex.nonneg_iff.mp h).1

/-- For a particle number between zero and the number of orbitals there is an admissible
density matrix. -/
theorem ensemble_nonempty {N : ℝ} (hN : N ∈ Set.Icc (0 : ℝ) (Fintype.card n)) :
    (ensemble N : Set (Matrix n n ℂ)).Nonempty := by
  obtain ⟨h0, h1⟩ := hN
  have hc : (0 : ℝ) ≤ Fintype.card n := Nat.cast_nonneg _
  have hp : 0 ≤ N / Fintype.card n := div_nonneg h0 hc
  have hq : 0 ≤ 1 - N / Fintype.card n := sub_nonneg.mpr (div_le_one_of_le₀ h1 hc)
  -- every orbital gets the same occupation
  refine ⟨diagonal fun _ => ((N / Fintype.card n : ℝ) : ℂ), ?_, ?_, ?_⟩
  · exact PosSemidef.diagonal fun _ => Complex.zero_le_real.mpr hp
  · rw [← diagonal_one, diagonal_sub]
    refine PosSemidef.diagonal fun _ => ?_
    have h := Complex.zero_le_real.mpr hq
    rw [Complex.ofReal_sub, Complex.ofReal_one] at h
    exact h
  · have e : (Fintype.card n : ℝ) * (N / Fintype.card n) = N := by
      rcases hc.eq_or_lt with h | h
      · rw [← h] at h1 ⊢
        linarith
      · field_simp
    rw [trace_diagonal, Finset.sum_const, Finset.card_univ, nsmul_eq_mul]
    exact_mod_cast e

/-- For a Hermitian Hamiltonian and an admissible particle number, the ground-state energy is
the greatest lower bound of the energies of the density matrices. -/
theorem groundEnergy_isGLB {N : ℝ} (hN : N ∈ Set.Icc (0 : ℝ) (Fintype.card n))
    {H : Matrix n n ℂ} (hH : H.IsHermitian) :
    IsGLB (energy H '' ensemble N) (groundEnergy N H) := by
  refine isGLB_csInf ((ensemble_nonempty hN).image _) ⟨-((H * H).trace.re + N) / 2, ?_⟩
  rintro _ ⟨γ, ⟨hγ, hγ', ht⟩, rfl⟩
  have hH1 : (H + 1)ᴴ = H + 1 := by rw [conjTranspose_add, hH.eq, conjTranspose_one]
  have p1 := posSemidef_conjTranspose_mul_self (H + 1)
  have p2 := posSemidef_conjTranspose_mul_self H
  rw [hH1] at p1
  rw [hH.eq] at p2
  -- test the squares of H + 1 and H against particles and holes
  have h1 := energy_nonneg p1 hγ
  have h2 := energy_nonneg p2 hγ'
  have e1 : (H + 1) * (H + 1) * γ = H * H * γ + H * γ + H * γ + γ := by noncomm_ring
  have e2 : H * H * (1 - γ) = H * H - H * H * γ := by noncomm_ring
  have htr : γ.trace.re = N := by rw [ht, Complex.ofReal_re]
  unfold energy at h1 h2 ⊢
  rw [e1] at h1
  rw [e2] at h2
  simp only [trace_add, trace_sub, Complex.add_re, Complex.sub_re] at h1 h2
  linarith

/-- The ground-state energy at fixed particle number is a concave function of the Hermitian
Hamiltonian. -/
theorem groundEnergy_concaveOn {N : ℝ} (hN : N ∈ Set.Icc (0 : ℝ) (Fintype.card n)) :
    ConcaveOn ℝ {H : Matrix n n ℂ | H.IsHermitian} (groundEnergy N) := by
  have herm : Convex ℝ {H : Matrix n n ℂ | H.IsHermitian} := by
    intro H hH K hK a b _ _ _
    change (a • H + b • K)ᴴ = a • H + b • K
    rw [conjTranspose_add, conjTranspose_smul, conjTranspose_smul, star_trivial, star_trivial,
      IsHermitian.eq hH, IsHermitian.eq hK]
  refine ⟨herm, ?_⟩
  intro H hH K hK a b ha hb hab
  refine (groundEnergy_isGLB hN (herm hH hK ha hb hab)).2 ?_
  rintro _ ⟨γ, hγ, rfl⟩
  -- the energy of a fixed density matrix is linear in the Hamiltonian
  have e : energy (a • H + b • K) γ = a * energy H γ + b * energy K γ := by
    simp [energy, Matrix.add_mul, trace_add, trace_smul]
  rw [e, smul_eq_mul, smul_eq_mul]
  exact add_le_add
    (mul_le_mul_of_nonneg_left ((groundEnergy_isGLB hN hH).1 ⟨γ, hγ, rfl⟩) ha)
    (mul_le_mul_of_nonneg_left ((groundEnergy_isGLB hN hK).1 ⟨γ, hγ, rfl⟩) hb)

/-- Adding a positive semidefinite perturbation to the Hamiltonian does not lower the
ground-state energy. -/
theorem groundEnergy_mono {N : ℝ} (hN : N ∈ Set.Icc (0 : ℝ) (Fintype.card n))
    {H K : Matrix n n ℂ} (hH : H.IsHermitian) (hK : K.IsHermitian)
    (hHK : (K - H).PosSemidef) : groundEnergy N H ≤ groundEnergy N K := by
  refine (groundEnergy_isGLB hN hK).2 ?_
  rintro _ ⟨γ, hγ, rfl⟩
  have h1 := (groundEnergy_isGLB hN hH).1 ⟨γ, hγ, rfl⟩
  have h2 := energy_nonneg hHK hγ.1
  simp only [energy, Matrix.sub_mul, trace_sub, Complex.sub_re] at h1 h2 ⊢
  linarith

/-- A constant shift `c` keeps the one-particle Hamiltonian Hermitian and changes the ground-state
energy by exactly `c N`. -/
theorem groundEnergy_shift {N : ℝ} (hN : N ∈ Set.Icc (0 : ℝ) (Fintype.card n))
    {H : Matrix n n ℂ} (hH : H.IsHermitian) (c : ℝ) :
    (H + c • (1 : Matrix n n ℂ)).IsHermitian ∧
      groundEnergy N (H + c • (1 : Matrix n n ℂ)) = groundEnergy N H + c * N := by
  have hS : (H + c • (1 : Matrix n n ℂ)).IsHermitian := by
    change (H + c • (1 : Matrix n n ℂ))ᴴ = _
    rw [conjTranspose_add, conjTranspose_smul, star_trivial, conjTranspose_one, hH.eq]
  have e : ∀ γ ∈ (ensemble N : Set (Matrix n n ℂ)),
      energy (H + c • (1 : Matrix n n ℂ)) γ = energy H γ + c * N := by
    intro γ hγ
    simp [energy, Matrix.add_mul, trace_add, trace_smul, hγ.2.2]
  refine ⟨hS, le_antisymm ?_ ?_⟩
  · rw [← sub_le_iff_le_add]
    refine (groundEnergy_isGLB hN hH).2 ?_
    rintro _ ⟨γ, hγ, rfl⟩
    have h := (groundEnergy_isGLB hN hS).1 ⟨γ, hγ, rfl⟩
    rw [e γ hγ] at h
    linarith
  · refine (groundEnergy_isGLB hN hS).2 ?_
    rintro _ ⟨γ, hγ, rfl⟩
    have h := (groundEnergy_isGLB hN hH).1 ⟨γ, hγ, rfl⟩
    rw [e γ hγ]
    linarith

/-- If two Hamiltonians differ by at most `c` in the sense of quadratic forms, their
`N`-particle ground-state energies differ by at most `c N`. -/
theorem abs_groundEnergy_sub_le {N : ℝ} (hN : N ∈ Set.Icc (0 : ℝ) (Fintype.card n))
    {H K : Matrix n n ℂ} (hH : H.IsHermitian) (hK : K.IsHermitian) {c : ℝ}
    (h1 : (c • (1 : Matrix n n ℂ) + H - K).PosSemidef)
    (h2 : (c • (1 : Matrix n n ℂ) - H + K).PosSemidef) :
    |groundEnergy N H - groundEnergy N K| ≤ c * N := by
  obtain ⟨sH, eH⟩ := groundEnergy_shift hN hH c
  obtain ⟨sK, eK⟩ := groundEnergy_shift hN hK c
  -- each Hamiltonian lies below the other one shifted up by c
  have a1 : (H + c • (1 : Matrix n n ℂ) - K).PosSemidef := by
    have e : H + c • (1 : Matrix n n ℂ) - K = c • (1 : Matrix n n ℂ) + H - K := by abel
    rw [e]
    exact h1
  have a2 : (K + c • (1 : Matrix n n ℂ) - H).PosSemidef := by
    have e : K + c • (1 : Matrix n n ℂ) - H = c • (1 : Matrix n n ℂ) - H + K := by abel
    rw [e]
    exact h2
  have b1 := groundEnergy_mono hN hK sH a1
  have b2 := groundEnergy_mono hN hH sK a2
  rw [abs_le]
  constructor <;> linarith

end

end DensityMatrixConcavity
```

```lean
#print axioms DensityMatrixConcavity.groundEnergy_concaveOn
-- 'DensityMatrixConcavity.groundEnergy_concaveOn' depends on axioms: [propext, Classical.choice, Quot.sound]
#print axioms DensityMatrixConcavity.abs_groundEnergy_sub_le
-- 'DensityMatrixConcavity.abs_groundEnergy_sub_le' depends on axioms: [propext, Classical.choice, Quot.sound]
```

## Reading the statements

In Lean, `n` is the finite type labelling the orbitals, and `Fintype.card n` is their number. `ensemble N` is the set of admissible $\gamma$. `energy H γ` takes the real part of the trace, which changes nothing for Hermitian matrices. `groundEnergy N H` is a real infimum; because Lean assigns `sInf` a value even for empty or unbounded sets, `groundEnergy_isGLB` is what identifies it as the greatest lower bound.

`ConcaveOn ℝ` states concavity on the Hermitian matrices, including convexity of that domain. Interactions and infinite-dimensional one-particle spaces are not covered.

## How the proof runs

`energy_nonneg` performs the factorisation and moves one factor around the trace. `ensemble_nonempty` supplies the uniformly occupied matrix, and `groundEnergy_isGLB` tests the two squares against $\gamma$ and $1-\gamma$; `noncomm_ring` expands the products and `linarith` combines the inequalities.

In `groundEnergy_concaveOn`, the `.2` part of the greatest-lower-bound property reduces the goal to a single $\gamma$. Linearity then splits the energy, and the `.1` parts bound each term from below.

`groundEnergy_mono` and `groundEnergy_shift` are the two ingredients of the error bound. The shift is proved as two inequalities, joined by `le_antisymm`. Finally, `abs_groundEnergy_sub_le` rearranges the hypotheses into the two operator inequalities, applies monotonicity to each, and splits the absolute value with `abs_le`.
